# The sum of two projectors is a projector exactly when PQ = 0 and QP = 0

Take the real 2×2 projector P onto the first axis and a second matrix Q with entries a, b, c, d, written row by row:

P = [1 0; 0 0],  Q = [a b; c d]

A projector is an operator equal to its own square. If Q² = Q as well, then (P + Q)² = P + Q + PQ + QP, so the sum is a projector exactly when PQ + QP = 0. The products are

PQ = [a b; 0 0],  QP = [a 0; c 0],  PQ + QP = [2a b; c 0]

A vanishing anticommutator gives b = 0 and c = 0 directly, and 2a = 0. Halving gives a = 0, and then PQ and QP vanish separately. The general argument has the same shape: one part follows from ring algebra alone, and one step cancels a factor of 2.

```lean
import Mathlib

open Matrix

namespace SumsOfProjectors
```

## The setting

Operators are elements of a ring R, which in Lean is associative, has a unit 1 and need not be commutative. Matrices and linear maps under composition are examples. `IsIdempotentElem P` means P·P = P. No adjoint and no inner product enter, so oblique projectors are included on the same footing as orthogonal ones. The halving step becomes a hypothesis on the additive group: x + x = 0 implies x = 0. Real, complex and integer matrices satisfy it.

```lean
/-- An additive group has no 2-torsion when `2x = x + x = 0` forces `x = 0`. -/
def NoTwoTorsion (A : Type*) [AddGroup A] : Prop := ∀ x : A, x + x = 0 → x = 0
```

## Two projectors

Expanding the square and using P² = P, Q² = Q,

(P + Q)(P + Q) − (P + Q) = P² + PQ + QP + Q² − P − Q = PQ + QP

In `sq_add_sub` the rewrites `add_mul` and `mul_add` do the expansion, `hP.eq` and `hQ.eq` replace the squares, and `abel` cancels the remaining terms. This identity holds in any ring.

```lean
section AbstractRing

variable {R : Type*} [Ring R]

/-- For two projectors, the square of `P + Q` differs from `P + Q` by the
anticommutator `PQ + QP`. -/
theorem sq_add_sub {P Q : R} (hP : IsIdempotentElem P) (hQ : IsIdempotentElem Q) :
    (P + Q) * (P + Q) - (P + Q) = P * Q + Q * P := by
  rw [add_mul, mul_add, mul_add, hP.eq, hQ.eq]
  abel
```

Now let X be any element with PX + XP = 0. Multiply by P from the left, then from the right:

P(PX + XP) = PX + PXP = 0

(PX + XP)P = PXP + XP = 0

Subtracting removes PXP and leaves PX = XP. Inserting this into the anticommutator gives PX + PX = 0, hence PX = 0, and XP = PX = 0. The two multiplications are `hl` and `hr`, the subtraction is `hc`, and `h0` is the one place in this lemma where `h2` is used. X is not assumed idempotent.

```lean
/-- Without 2-torsion, an operator `X` that anticommutes with a projector `P`
is annihilated by `P` from both sides. -/
theorem annihilates_of_anticommute (h2 : NoTwoTorsion R) {P X : R}
    (hP : IsIdempotentElem P) (h : P * X + X * P = 0) : P * X = 0 ∧ X * P = 0 := by
  -- multiply the anticommutator by `P` from the left and from the right
  have hl : P * X + P * X * P = 0 := by
    calc P * X + P * X * P = P * (P * X + X * P) := by
          rw [mul_add, ← mul_assoc, hP.eq, ← mul_assoc]
      _ = 0 := by rw [h, mul_zero]
  have hr : P * X * P + X * P = 0 := by
    calc P * X * P + X * P = (P * X + X * P) * P := by
          rw [add_mul, mul_assoc X, hP.eq]
      _ = 0 := by rw [h, zero_mul]
  -- the difference shows that `X` also commutes with `P`
  have hc : P * X = X * P := by
    have e : P * X - X * P = (P * X + P * X * P) - (P * X * P + X * P) := by abel
    rw [hl, hr, sub_zero] at e
    exact sub_eq_zero.mp e
  have h0 : P * X = 0 := h2 _ (by rw [← hc] at h; exact h)
  exact ⟨h0, hc.symm.trans h0⟩
```

The main theorem reads: in a ring without 2-torsion, for idempotents P and Q, the sum P + Q is idempotent if and only if PQ = 0 and QP = 0. If the sum is idempotent, the left side of the expansion identity `key` is zero, so PQ + QP = 0 and the lemma applies with X = Q. Conversely, if both products vanish the right side of `key` is zero, which says (P + Q)² = P + Q; this direction does not use `h2`.

```lean
/-- Without 2-torsion, the sum of two projectors is a projector if and only if
`PQ = 0` and `QP = 0`. -/
theorem add_idempotent_iff (h2 : NoTwoTorsion R) {P Q : R}
    (hP : IsIdempotentElem P) (hQ : IsIdempotentElem Q) :
    IsIdempotentElem (P + Q) ↔ P * Q = 0 ∧ Q * P = 0 := by
  have key := sq_add_sub hP hQ
  constructor
  · intro h
    rw [h.eq, sub_self] at key
    exact annihilates_of_anticommute h2 hP key.symm
  · rintro ⟨h1, h3⟩
    rw [h1, h3, add_zero] at key
    exact sub_eq_zero.mp key
```

The criterion says when two subspaces, such as the occupied spaces of two fragments, can be merged by adding their projectors. It applies to exact idempotents only; a one-particle density matrix in an orthonormal spin-orbital basis is one when all its occupations are 0 or 1, as for a single determinant.

## Differences and finite families

If E is idempotent, so is 1 − E, since (1 − E)² = 1 − 2E + E² = 1 − E; this is `one_sub`. Suppose P − Q is idempotent. Its complement is

1 − (P − Q) = (1 − P) + Q

a sum of two idempotents, so the main theorem gives (1 − P)Q = 0 and Q(1 − P) = 0, that is PQ = Q and QP = Q. Conversely, under these two conditions

(P − Q)² = P − PQ − QP + Q = P − Q − Q + Q = P − Q

This is the algebra behind removing a core space from an occupied space, again for exact projectors.

```lean
/-- Without 2-torsion, the difference `P - Q` of two projectors is a projector if and
only if `PQ = Q` and `QP = Q`. -/
theorem sub_idempotent_iff (h2 : NoTwoTorsion R) {P Q : R}
    (hP : IsIdempotentElem P) (hQ : IsIdempotentElem Q) :
    IsIdempotentElem (P - Q) ↔ P * Q = Q ∧ Q * P = Q := by
  constructor
  · intro h
    -- the complement of `P - Q` is the sum of the projectors `1 - P` and `Q`
    have e : 1 - (P - Q) = (1 - P) + Q := by abel
    have hc := h.one_sub
    rw [e] at hc
    obtain ⟨h1, h3⟩ := (add_idempotent_iff h2 hP.one_sub hQ).mp hc
    rw [sub_mul, one_mul, sub_eq_zero] at h1
    rw [mul_sub, mul_one, sub_eq_zero] at h3
    exact ⟨h1.symm, h3.symm⟩
  · rintro ⟨h1, h3⟩
    unfold IsIdempotentElem
    rw [sub_mul, mul_sub, mul_sub, hP.eq, hQ.eq, h1, h3]
    abel
```

Let Pᵢ be idempotent for each index i in a finite set s. The theorem states that Σ over i ∈ t of Pᵢ is idempotent for every subset t of s if and only if PᵢPⱼ = 0 for all i ≠ j in s. The empty subset gives the sum 0, which is idempotent. Forward, choosing t = {i, j} reduces the claim to two projectors. Backward, with both indices running over t,

(Σᵢ Pᵢ)(Σⱼ Pⱼ) = Σᵢ Σⱼ PᵢPⱼ = Σᵢ PᵢPᵢ = Σᵢ Pᵢ

where `Finset.sum_mul_sum` forms the double sum and `hdiag` keeps only j = i. The left-hand condition quantifies over all subsets; the theorem does not treat the case where only the total sum over s is known to be idempotent.

```lean
/-- Without 2-torsion, all partial sums of a finite family of projectors are projectors
if and only if `P i * P j = 0` for all `i ≠ j`. -/
theorem partial_sums_idempotent_iff (h2 : NoTwoTorsion R) {ι : Type*} (s : Finset ι)
    (P : ι → R) (hP : ∀ i ∈ s, IsIdempotentElem (P i)) :
    (∀ t ⊆ s, IsIdempotentElem (∑ i ∈ t, P i)) ↔
      ∀ i ∈ s, ∀ j ∈ s, i ≠ j → P i * P j = 0 := by
  classical
  constructor
  · intro h i hi j hj hij
    -- apply the two-projector criterion to the pair `{i, j}`
    have hpair := h {i, j} (Finset.insert_subset hi (Finset.singleton_subset_iff.mpr hj))
    rw [Finset.sum_pair hij] at hpair
    exact ((add_idempotent_iff h2 (hP i hi) (hP j hj)).mp hpair).1
  · intro h t ht
    unfold IsIdempotentElem
    rw [Finset.sum_mul_sum]
    -- only the diagonal terms of the double sum survive
    refine Finset.sum_congr rfl fun i hi => ?_
    have hdiag : ∑ j ∈ t, P i * P j = P i * P i :=
      Finset.sum_eq_single_of_mem i hi
        (fun j hj hji => h i (ht hi) j (ht hj) (Ne.symm hji))
    exact hdiag.trans (hP i (ht hi)).eq

end AbstractRing
```

## Subspaces

Let V be a module over a ring K, for instance a real or complex vector space, and let P, Q belong to `Module.End K V`, the K-linear maps from V to itself. The product PQ applies Q first. The dimension is unrestricted, but the maps are defined on all of V and there is no norm or topology, so neither continuity nor closedness of subspaces is addressed. PQ = 0 says that P kills every vector Qv, so the criterion becomes

range Q ⊆ ker P  and  range P ⊆ ker Q

Here 2-torsion is excluded in V, while the main theorem assumes this for the ring of operators, so the hypothesis is first transferred. If A + A = 0 then Av + Av = 0 for each v, so Av = 0 and A = 0. The proof of `hEnd` shows a reusable pattern: `LinearMap.congr_fun` evaluates an operator equation on a vector, the hypothesis is applied to vectors, and `LinearMap.ext` reassembles an operator equation. Then `LinearMap.range_le_ker_iff` converts each inclusion into a vanishing composition.

```lean
section Subspaces

variable {K V : Type*} [Ring K] [AddCommGroup V] [Module K V]

/-- On a space without 2-torsion, the sum of two linear projectors is a projector if and
only if the range of each lies in the kernel of the other. -/
theorem add_idempotent_iff_range_le_ker (h2 : NoTwoTorsion V) {P Q : Module.End K V}
    (hP : IsIdempotentElem P) (hQ : IsIdempotentElem Q) :
    IsIdempotentElem (P + Q) ↔
      LinearMap.range Q ≤ LinearMap.ker P ∧ LinearMap.range P ≤ LinearMap.ker Q := by
  have hEnd : NoTwoTorsion (Module.End K V) := fun A hA =>
    LinearMap.ext fun v => h2 (A v) (LinearMap.congr_fun hA v)
  rw [LinearMap.range_le_ker_iff, LinearMap.range_le_ker_iff]
  exact add_idempotent_iff hEnd hP hQ
```

When P, Q and P + Q are all projectors, three statements follow. In Lean `⊔` is the sum of subspaces, `⊓` their intersection, and `Disjoint` means that the intersection is {0}.

First, range(P + Q) = range P + range Q. Every (P + Q)v = Pv + Qv lies in the sum. Conversely

(P + Q)Pv = P²v + QPv = Pv,  (P + Q)Qv = PQv + Q²v = Qv

so both ranges lie in range(P + Q). Second, if u = Pv = Qw for some vectors v and w, then

u = Pv = P(Pv) = P(Qw) = 0

Third, ker(P + Q) = ker P ∩ ker Q. If Pv + Qv = 0, applying P gives Pv + PQv = Pv = 0, and then Qv = 0; the other inclusion is 0 + 0 = 0. The five bullets of the proof follow this order, using the pointwise rules `hPQ`, `hQP`, `hPP` and `hQQ`.

```lean
/-- On a space without 2-torsion, if `P`, `Q` and `P + Q` are linear projectors, the range
of `P + Q` is the sum of the two ranges, these meet only in zero, and the kernel of
`P + Q` is the intersection of the two kernels. -/
theorem range_ker_add (h2 : NoTwoTorsion V) {P Q : Module.End K V}
    (hP : IsIdempotentElem P) (hQ : IsIdempotentElem Q) (h : IsIdempotentElem (P + Q)) :
    LinearMap.range (P + Q) = LinearMap.range P ⊔ LinearMap.range Q ∧
      Disjoint (LinearMap.range P) (LinearMap.range Q) ∧
      LinearMap.ker (P + Q) = LinearMap.ker P ⊓ LinearMap.ker Q := by
  obtain ⟨h1, h3⟩ := (add_idempotent_iff_range_le_ker h2 hP hQ).mp h
  have hPQ : ∀ v, P (Q v) = 0 := fun v => h1 (LinearMap.mem_range_self Q v)
  have hQP : ∀ v, Q (P v) = 0 := fun v => h3 (LinearMap.mem_range_self P v)
  have hPP : ∀ v, P (P v) = P v := fun v => LinearMap.congr_fun hP.eq v
  have hQQ : ∀ v, Q (Q v) = Q v := fun v => LinearMap.congr_fun hQ.eq v
  refine ⟨le_antisymm ?_ (sup_le ?_ ?_), ?_, ?_⟩
  · rintro _ ⟨v, rfl⟩
    exact Submodule.add_mem_sup (LinearMap.mem_range_self P v) (LinearMap.mem_range_self Q v)
  · rintro _ ⟨v, rfl⟩
    exact ⟨P v, by rw [LinearMap.add_apply, hPP, hQP, add_zero]⟩
  · rintro _ ⟨v, rfl⟩
    exact ⟨Q v, by rw [LinearMap.add_apply, hPQ, hQQ, zero_add]⟩
  · -- a common vector is fixed by `P` and annihilated by `P`
    rw [Submodule.disjoint_def]
    rintro _ ⟨v, rfl⟩ ⟨w, hw⟩
    rw [← hPP v, ← hw, hPQ]
  · ext v
    simp only [LinearMap.mem_ker, Submodule.mem_inf, LinearMap.add_apply]
    constructor
    · intro hv
      have hPv := congrArg P hv
      rw [map_add, hPP, hPQ, add_zero, map_zero] at hPv
      rw [hPv, zero_add] at hv
      exact ⟨hPv, hv⟩
    · rintro ⟨ha, hb⟩
      rw [ha, hb, add_zero]

end Subspaces
```

## Where the criterion fails

In the integers modulo 2 take P = Q = 1. Both are idempotent, the sum 1 + 1 = 0 is idempotent, and PQ = 1 ≠ 0. This is the entry a of the opening example with 2a = 0 and a ≠ 0. The ring is finite, so `decide` evaluates the three claims.

```lean
/-- In the integers modulo 2, `P = Q = 1` are idempotent with idempotent sum, yet
`PQ ≠ 0`. -/
theorem fails_mod_two :
    IsIdempotentElem (1 : ZMod 2) ∧ IsIdempotentElem ((1 : ZMod 2) + 1) ∧
      (1 : ZMod 2) * 1 ≠ 0 := by
  unfold IsIdempotentElem
  decide
```

One vanishing product is not sufficient either. In the opening example set a = b = 0 and c = d = 1. Then Q² = Q and PQ = 0, while

P + Q = [1 0; 1 1],  (P + Q)² = [1 0; 2 1]

With rows and columns counted from 0, the entry (1, 0) would require 2 = 1, and `h10` extracts exactly that entry. The excess is the entry c = 1 of QP.

```lean
/-- Two real 2 by 2 projectors with `PQ = 0` whose sum is not a projector. -/
theorem one_sided_not_enough :
    let P : Matrix (Fin 2) (Fin 2) ℝ := !![1, 0; 0, 0]
    let Q : Matrix (Fin 2) (Fin 2) ℝ := !![0, 0; 1, 1]
    IsIdempotentElem P ∧ IsIdempotentElem Q ∧ P * Q = 0 ∧ ¬ IsIdempotentElem (P + Q) := by
  intro P Q
  unfold IsIdempotentElem
  refine ⟨?_, ?_, ?_, fun h => ?_⟩
  · ext i j; fin_cases i <;> fin_cases j <;> simp [P, Matrix.mul_apply, Fin.sum_univ_succ]
  · ext i j; fin_cases i <;> fin_cases j <;> simp [Q, Matrix.mul_apply, Fin.sum_univ_succ]
  · ext i j; fin_cases i <;> fin_cases j <;> simp [P, Q, Matrix.mul_apply, Fin.sum_univ_succ]
  · have h10 := congrFun (congrFun h 1) 0
    simp [P, Q, Matrix.mul_apply, Fin.sum_univ_succ] at h10
```

The statement could have been modelled with self-adjoint projectors on a Hilbert space, P† = P and Q† = Q. Then QP = (PQ)†, the two conditions merge into PQ = 0, and this means that the ranges are orthogonal; the example above, with its non-symmetric Q, would be excluded. Assuming that 2 is invertible in R would also permit the halving, but it would exclude integer matrices, which `NoTwoTorsion` admits.

## An oblique pair in three dimensions

The first matrix sends (x, y, z) to (x + y, 0, 0). Applying it twice gives (x + y + 0, 0, 0), the same vector.

```lean
/-- The real three-level matrix sending `(x, y, z)` to `(x + y, 0, 0)`. -/
def obliqueP : Matrix (Fin 3) (Fin 3) ℝ := !![1, 1, 0; 0, 0, 0; 0, 0, 0]
```

The second sends (x, y, z) to (−y, y, 0), and a second application returns (−y, y, 0).

```lean
/-- The real three-level matrix sending `(x, y, z)` to `(-y, y, 0)`. -/
def obliqueQ : Matrix (Fin 3) (Fin 3) ℝ := !![0, -1, 0; 0, 1, 0; 0, 0, 0]
```

Their sum sends (x, y, z) to (x, y, 0), the projector diag(1, 1, 0). The ranges are spanned by the unit vectors (1, 0, 0) and (−1, 1, 0)/√2, whose dot product is −1/√2, so subspaces need not be orthogonal to combine. The theorem checks that real 3×3 matrices have no 2-torsion (entrywise, by `linarith`), that both matrices and their sum are idempotent, that neither matrix is symmetric (entry (0, 1)), and that the sum differs from the identity (entry (2, 2)).

```lean
/-- Real 3 by 3 matrices have no 2-torsion, and `obliqueP`, `obliqueQ` are non-symmetric
projectors whose sum is a projector different from the identity. -/
theorem add_idempotent_witness :
    NoTwoTorsion (Matrix (Fin 3) (Fin 3) ℝ) ∧
      IsIdempotentElem obliqueP ∧ IsIdempotentElem obliqueQ ∧
      IsIdempotentElem (obliqueP + obliqueQ) ∧
      obliquePᵀ ≠ obliqueP ∧ obliqueQᵀ ≠ obliqueQ ∧ obliqueP + obliqueQ ≠ 1 := by
  unfold IsIdempotentElem
  refine ⟨fun A hA => ?_, ?_, ?_, ?_, fun h => ?_, fun h => ?_, fun h => ?_⟩
  · ext i j
    have hij := congrFun (congrFun hA i) j
    simp only [Matrix.add_apply, Matrix.zero_apply] at hij ⊢
    linarith
  · ext i j
    fin_cases i <;> fin_cases j <;> simp [obliqueP, Matrix.mul_apply, Fin.sum_univ_succ]
  · ext i j
    fin_cases i <;> fin_cases j <;> simp [obliqueQ, Matrix.mul_apply, Fin.sum_univ_succ]
  · ext i j
    fin_cases i <;> fin_cases j <;>
      simp [obliqueP, obliqueQ, Matrix.mul_apply, Fin.sum_univ_succ]
  · have h01 := congrFun (congrFun h 0) 1
    simp [obliqueP] at h01
  · have h01 := congrFun (congrFun h 0) 1
    simp [obliqueQ] at h01
  · have h22 := congrFun (congrFun h 2) 2
    simp [obliqueP, obliqueQ] at h22

end SumsOfProjectors
```

```lean
#print axioms SumsOfProjectors.partial_sums_idempotent_iff
#print axioms SumsOfProjectors.range_ker_add
#print axioms SumsOfProjectors.fails_mod_two
#print axioms SumsOfProjectors.one_sided_not_enough
```

```
'SumsOfProjectors.partial_sums_idempotent_iff' depends on axioms: [propext, Classical.choice, Quot.sound]
'SumsOfProjectors.range_ker_add' depends on axioms: [propext, Classical.choice, Quot.sound]
'SumsOfProjectors.fails_mod_two' depends on axioms: [propext, Classical.choice, Quot.sound]
'SumsOfProjectors.one_sided_not_enough' depends on axioms: [propext, Classical.choice, Quot.sound]
```

## In a calculation

In a non-orthogonal real basis with symmetric invertible overlap matrix S, a single-determinant density matrix D with occupations 0 and 1 satisfies DSD = D, so DS is idempotent and in general not symmetric. For two fragments with symmetric density matrices D₁ and D₂, set P = D₁S and Q = D₂S. Then PQ = 0 is equivalent to D₁SD₂ = 0, whose transpose is D₂SD₁ = 0, so one product suffices. Projectors built from subsets of one biorthonormal set of left and right eigenvectors of a diagonalizable non-Hermitian matrix commute, so there PQ = QP and one product again suffices. For projectors that come from two different non-Hermitian matrices no such relation is guaranteed, as the 2×2 example above shows for general oblique projectors, so testing PQ = 0 alone is not enough. In floating point one compares the norms of PQ and QP with a tolerance, whereas the theorems concern exact zeros and give no error bound. The dot product above, the alternative models and these remarks on calculation are ordinary reasoning that Lean has not checked.
